# London hopping spectra do not depend on the gauge origin, nor on the field if all sites are collinear

In a uniform magnetic field, a hopping matrix whose elements carry London phases has the same characteristic polynomial for every gauge origin. If all sites lie on one line, this polynomial is that of the field-free matrix, whatever the field. For three mutually coupled sites the converse holds too: only collinear sites are insensitive to every field. So in a non-interacting tight-binding model with a finite basis and London phases, orbital energies can be computed with any convenient origin.

## The model: real hopping with London phases

Let R_j be the position of site j, B the field and O the gauge origin. The sites are labelled by a finite type `n`, and positions, fields and origins are functions `Fin 3 → ℝ`.

```lean
import Mathlib

open Matrix

namespace LondonHopping

noncomputable section

variable {n : Type*} [Fintype n] [DecidableEq n]
```

The London phase between points x and y is

θ_O(x, y) = B · ((x − O) × (y − O)) / 2.

It is the flux of B through the oriented triangle O, x, y, in units that absorb the charge and ħ. In Lean, `⬝ᵥ` is the dot product and `⨯₃` the cross product.

```lean
/-- The London phase `B · ((x - O) × (y - O)) / 2` between sites `x` and `y` in a uniform
field `B`, with gauge origin `O`. -/
def londonPhase (B O x y : Fin 3 → ℝ) : ℝ :=
  (B ⬝ᵥ ((x - O) ⨯₃ (y - O))) / 2
```

Given a real matrix h of field-free elements, the matrix in the field is

H_O,jk = h_jk exp(i θ_O(R_j, R_k)).

That h stays fixed is a postulate: the field acts only through the phases of the orbitals, not on their shapes or site energies. The orbitals count as orthonormal, and spin is left out. "No response" below therefore refers to hopping alone; a real linear molecule can still respond to the field through the omitted terms.

```lean
/-- The hopping matrix in the field: each real element `h j k` acquires the London phase factor
of the sites `R j` and `R k`. -/
def londonH (h : Matrix n n ℝ) (R : n → Fin 3 → ℝ) (B O : Fin 3 → ℝ) : Matrix n n ℂ :=
  Matrix.of fun j k => (h j k : ℂ) * Complex.exp (Complex.I * (londonPhase B O (R j) (R k) : ℂ))
```

For a second origin O', define a site angle

g(x) = B · (x × (O' − O)) / 2

```lean
/-- The site angle `B · (x × (O' - O)) / 2`. The London phase between `x` and `y` for origin `O`
equals that for origin `O'` plus the angle of `x` minus the angle of `y`. -/
def gaugeAngle (B O O' x : Fin 3 → ℝ) : ℝ :=
  (B ⬝ᵥ (x ⨯₃ (O' - O))) / 2
```

and the diagonal matrix U with entries U_jj = exp(i g(R_j)).

```lean
/-- The diagonal matrix of the site phase factors that belong to a change of gauge origin. -/
def gaugeU (R : n → Fin 3 → ℝ) (B O O' : Fin 3 → ℝ) : Matrix n n ℂ :=
  Matrix.diagonal fun j => Complex.exp (Complex.I * (gaugeAngle B O O' (R j) : ℂ))
```

## (a) Conjugating a phase factor

Show that for real a

conj(exp(ia)) = exp(−ia).

Write exp(ia) = cos a + i sin a. Conjugation gives cos a − i sin a, which is exp(−ia). Lean moves the conjugation, written `star`, into the exponent and simplifies.

```lean
/-- Complex conjugation reverses a phase factor. -/
lemma star_phase (a : ℝ) :
    star (Complex.exp (Complex.I * (a : ℂ))) = Complex.exp (-(Complex.I * (a : ℂ))) := by
  rw [Complex.star_def, ← Complex.exp_conj]
  simp
```

## (b) Exchanging the two sites

Show that

θ_O(y, x) = −θ_O(x, y).

The cross product is antisymmetric, so (y − O) × (x − O) = −(x − O) × (y − O); take the dot product with B and halve. Lean writes out the components and leaves the polynomial identity to `ring`.

```lean
/-- The London phase changes sign when the two sites are exchanged. -/
lemma londonPhase_swap (B O x y : Fin 3 → ℝ) :
    londonPhase B O y x = -londonPhase B O x y := by
  simp only [londonPhase, cross_apply, dotProduct, Fin.sum_univ_three, Matrix.cons_val,
    Pi.sub_apply]
  ring
```

## (c) Moving the origin

Show that

θ_O(x, y) = θ_O'(x, y) + g(x) − g(y).

Put d = O' − O, so that x − O = (x − O') + d, and likewise for y. Since d × d = 0,

(x − O) × (y − O) = (x − O') × (y − O') + (x − O') × d − (y − O') × d.

The two terms with O' × d cancel, which leaves x × d − y × d. The dot product with B/2 gives the claim. Lean again compares components.

```lean
/-- Moving the gauge origin changes the London phase only by a difference of two site angles. -/
theorem londonPhase_shift (B O O' x y : Fin 3 → ℝ) :
    londonPhase B O x y
      = londonPhase B O' x y + gaugeAngle B O O' x - gaugeAngle B O O' y := by
  simp only [londonPhase, gaugeAngle, cross_apply, dotProduct, Fin.sum_univ_three,
    Matrix.cons_val, Pi.sub_apply]
  ring
```

## (d) Hermiticity

For symmetric h, show that

conj(H_O,kj) = H_O,jk.

By (a), the left side is h_kj exp(−i θ_O(R_k, R_j)). By (b), the exponent equals +i θ_O(R_j, R_k), and h_kj = h_jk by symmetry. The Lean proof makes these replacements entry by entry. The hypothesis `h.IsSymm` is used here and for three sites; the results on origins and on vanishing phases hold for any real h.

```lean
omit [Fintype n] [DecidableEq n] in
/-- For a real symmetric `h` the hopping matrix in the field is Hermitian. -/
theorem londonH_isHermitian (h : Matrix n n ℝ) (hs : h.IsSymm) (R : n → Fin 3 → ℝ)
    (B O : Fin 3 → ℝ) : (londonH h R B O).IsHermitian := by
  rw [Matrix.IsHermitian]
  ext j k
  simp only [Matrix.conjTranspose_apply, londonH, Matrix.of_apply, star_mul', star_phase]
  rw [londonPhase_swap B O (R j) (R k), hs.apply j k, Complex.star_def, Complex.conj_ofReal,
    Complex.ofReal_neg, mul_neg, neg_neg]
```

## (e) A diagonal unitary between two origins

Show that U is unitary and that

H_O = U H_O' U†.

Each diagonal entry of U U† is exp(i g(R_j)) exp(−i g(R_j)) = 1. The jk entry of the right side is

exp(i g(R_j)) h_jk exp(i θ_O'(R_j, R_k)) exp(−i g(R_k)),

and by (c) its phases add up to θ_O(R_j, R_k). In Lean, the local statement `split` factors the exponential of the sum, and `londonPhase_shift` supplies that sum.

```lean
/-- The hopping matrices for two gauge origins are related by the diagonal matrix of site
phase factors, which is unitary. -/
theorem londonH_gauge (h : Matrix n n ℝ) (R : n → Fin 3 → ℝ) (B O O' : Fin 3 → ℝ) :
    gaugeU R B O O' ∈ Matrix.unitaryGroup n ℂ ∧
      londonH h R B O = gaugeU R B O O' * londonH h R B O' * star (gaugeU R B O O') := by
  constructor
  · rw [Matrix.mem_unitaryGroup_iff, Matrix.star_eq_conjTranspose, gaugeU,
      Matrix.diagonal_conjTranspose, Matrix.diagonal_mul_diagonal]
    simp only [Pi.star_apply, star_phase, ← Complex.exp_add, add_neg_cancel, Complex.exp_zero,
      Matrix.diagonal_one]
  · ext j k
    rw [Matrix.star_eq_conjTranspose, gaugeU, Matrix.diagonal_conjTranspose,
      Matrix.mul_diagonal, Matrix.diagonal_mul]
    simp only [londonH, Matrix.of_apply, Pi.star_apply, star_phase]
    -- the phase factor splits into a bond part and two site parts
    have split : ∀ a b c : ℂ, Complex.exp (Complex.I * (a + b - c))
        = Complex.exp (Complex.I * b) * Complex.exp (Complex.I * a)
          * Complex.exp (-(Complex.I * c)) := by
      intro a b c
      rw [← Complex.exp_add, ← Complex.exp_add]
      congr 1
      ring
    rw [londonPhase_shift B O O', Complex.ofReal_sub, Complex.ofReal_add, split]
    ring
```

## (f) One characteristic polynomial for all origins

Show that

det(λ1 − H_O) = det(λ1 − H_O').

By (e), λ1 − H_O = U (λ1 − H_O') U†, and det U · det U† = 1. Lean takes a slightly different route: `Matrix.charpoly_mul_comm` moves U† to the front of the product, where U†U = 1 removes both factors.

```lean
/-- The characteristic polynomial of the London hopping matrix does not depend on the
gauge origin. -/
theorem charpoly_origin_independent (h : Matrix n n ℝ) (R : n → Fin 3 → ℝ)
    (B O O' : Fin 3 → ℝ) :
    (londonH h R B O).charpoly = (londonH h R B O').charpoly := by
  obtain ⟨hU, hH⟩ := londonH_gauge h R B O O'
  rw [hH, Matrix.charpoly_mul_comm, ← mul_assoc, Matrix.mem_unitaryGroup_iff'.mp hU, one_mul]
```

## (g) An origin at which all phases vanish

Suppose that θ_P(R_j, R_k) = 0 for all j and k at some origin P. Show that for every O

det(λ1 − H_O) = det(λ1 − h).

At P every phase factor is 1, so H_P = h, and (f) carries the polynomial from P to O. In the formal statement, `h.charpoly.map Complex.ofRealHom` is the real polynomial of h with its coefficients read as complex numbers. The step `key` is H_P = h.

```lean
/-- If all London phases vanish for one origin `P`, then for every origin `O` the characteristic
polynomial is that of the field-free matrix `h`. -/
theorem charpoly_of_no_flux (h : Matrix n n ℝ) (R : n → Fin 3 → ℝ) (B O P : Fin 3 → ℝ)
    (hP : ∀ j k, londonPhase B P (R j) (R k) = 0) :
    (londonH h R B O).charpoly = h.charpoly.map Complex.ofRealHom := by
  have key : londonH h R B P = h.map Complex.ofRealHom := by
    ext j k
    simp [londonH, hP]
  rw [charpoly_origin_independent h R B O P, key, Matrix.charpoly_map]
```

## (h) Linear molecules

Let R_j = P + t_j u, with a fixed vector u and real numbers t_j. Show that for every B and O

det(λ1 − H_O) = det(λ1 − h).

Choose P as origin. Then

(R_j − P) × (R_k − P) = t_j t_k (u × u) = 0,

so all phases vanish and (g) applies. The hypothesis `hR` puts the sites on the line. Lean first rewrites R_j − P as t_j u, then uses `cross_self`.

```lean
/-- Linear molecules show no London hopping response: if all sites lie on one line, the
characteristic polynomial equals that of `h` for every field and every gauge origin. -/
theorem linear_molecule_no_response (h : Matrix n n ℝ) (R : n → Fin 3 → ℝ)
    (P u : Fin 3 → ℝ) (t : n → ℝ) (hR : ∀ j, R j = P + t j • u) (B O : Fin 3 → ℝ) :
    (londonH h R B O).charpoly = h.charpoly.map Complex.ofRealHom := by
  have e : ∀ j, R j - P = t j • u := fun j => by rw [hR j, add_sub_cancel_left]
  refine charpoly_of_no_flux h R B O P fun j k => ?_
  rw [londonPhase, e j, e k]
  simp only [map_smul, LinearMap.smul_apply, cross_self, smul_zero, dotProduct_zero, zero_div]
```

## (i) A field in the molecular plane

Let R_j = P + s_j u + t_j B, so that the sites lie in a plane containing the field direction. Show that for this B and every O

det(λ1 − H_O) = det(λ1 − h).

With P as origin,

(R_j − P) × (R_k − P) = (s_j t_k − t_j s_k) (u × B),

and B · (u × B) = 0. All phases vanish again, and (g) finishes the argument. Unlike in (h), the field is now tied to the geometry: it appears in `hR` itself.

```lean
/-- If all sites lie in a plane that contains the field direction, the characteristic polynomial
equals that of `h`. -/
theorem in_plane_field_no_response (h : Matrix n n ℝ) (R : n → Fin 3 → ℝ)
    (P u B : Fin 3 → ℝ) (s t : n → ℝ) (hR : ∀ j, R j = P + (s j • u + t j • B))
    (O : Fin 3 → ℝ) :
    (londonH h R B O).charpoly = h.charpoly.map Complex.ofRealHom := by
  have e : ∀ j, R j - P = s j • u + t j • B := fun j => by rw [hR j, add_sub_cancel_left]
  refine charpoly_of_no_flux h R B O P fun j k => ?_
  rw [londonPhase, e j, e k]
  simp only [cross_apply, dotProduct, Fin.sum_univ_three, Matrix.cons_val, Pi.add_apply,
    Pi.smul_apply, smul_eq_mul]
  ring
```

## (j) The determinant for three sites

Number the sites 0, 1, 2, let h be symmetric, and let

Φ = B · ((R_1 − R_0) × (R_2 − R_0)) / 2

be the flux through the triangle. Show that

det H_O = h_00 h_11 h_22 − h_00 h_12² − h_11 h_02² − h_22 h_01² + 2 h_01 h_12 h_02 cos Φ.

The determinant is, up to sign, the constant term of the characteristic polynomial, so by (f) the origin may be moved to R_0. Phases involving site 0 vanish there, as do the diagonal ones. The matrix becomes

row 0: h_00, h_01, h_02
row 1: h_01, h_11, h_12 exp(iΦ)
row 2: h_02, h_12 exp(−iΦ), h_22.

In the expansion, the term with h_12² contains exp(iΦ) exp(−iΦ) = 1. The two cyclic terms add up to h_01 h_12 h_02 (exp(iΦ) + exp(−iΦ)), which gives the cosine.

In Lean, `pl`, `pr` and `ps` remove the vanishing phases. The identities `hm` and `hc` are the product and the sum of the two exponentials, and `linear_combination` inserts them into the expanded determinant.

```lean
/-- For three sites and symmetric `h`, the determinant depends on the field only through the
cosine of the flux `B · ((R 1 - R 0) × (R 2 - R 0)) / 2` through the triangle. -/
theorem det_three_sites (h : Matrix (Fin 3) (Fin 3) ℝ) (hs : h.IsSymm)
    (R : Fin 3 → Fin 3 → ℝ) (B O : Fin 3 → ℝ) :
    (londonH h R B O).det =
      ((h 0 0 * h 1 1 * h 2 2 - h 0 0 * h 1 2 ^ 2 - h 1 1 * h 0 2 ^ 2 - h 2 2 * h 0 1 ^ 2
        + 2 * (h 0 1 * h 1 2 * h 0 2) * Real.cos (londonPhase B (R 0) (R 1) (R 2)) : ℝ) : ℂ) := by
  -- move the gauge origin to the first site, where a single phase survives
  have e : (londonH h R B O).det = (londonH h R B (R 0)).det := by
    rw [Matrix.det_eq_sign_charpoly_coeff, Matrix.det_eq_sign_charpoly_coeff,
      charpoly_origin_independent h R B O (R 0)]
  have pl : ∀ y, londonPhase B (R 0) (R 0) y = 0 := fun y => by simp [londonPhase]
  have pr : ∀ y, londonPhase B (R 0) y (R 0) = 0 := fun y => by
    rw [londonPhase_swap, pl, neg_zero]
  have ps : ∀ y, londonPhase B (R 0) y y = 0 := fun y => by
    rw [londonPhase, cross_self, dotProduct_zero, zero_div]
  have h10 : h 1 0 = h 0 1 := hs.apply 0 1
  have h20 : h 2 0 = h 0 2 := hs.apply 0 2
  have h21 : h 2 1 = h 1 2 := hs.apply 1 2
  rw [e, Matrix.det_fin_three]
  simp only [londonH, Matrix.of_apply, pl, pr, ps, londonPhase_swap B (R 0) (R 1) (R 2),
    h10, h20, h21, Complex.ofReal_zero, Complex.ofReal_neg, mul_zero, mul_neg,
    Complex.exp_zero, mul_one]
  generalize londonPhase B (R 0) (R 1) (R 2) = φ
  have hm : Complex.exp (Complex.I * (φ : ℂ)) * Complex.exp (-(Complex.I * (φ : ℂ))) = 1 := by
    rw [← Complex.exp_add, add_neg_cancel, Complex.exp_zero]
  have hc : 2 * Complex.cos (φ : ℂ)
      = Complex.exp (Complex.I * (φ : ℂ)) + Complex.exp (-(Complex.I * (φ : ℂ))) := by
    rw [Complex.cos, neg_mul, mul_comm (φ : ℂ) Complex.I]
    ring
  push_cast
  linear_combination (-(h 0 0 : ℂ) * (h 1 2 : ℂ) ^ 2) * hm
    - ((h 0 1 : ℂ) * (h 1 2 : ℂ) * (h 0 2 : ℂ)) * hc
```

## (k) Which triangles feel no field

Let h be symmetric with h_01, h_12 and h_02 all nonzero. Show that

det(λ1 − H_O) = det(λ1 − h) for all B and O

holds exactly when

(R_1 − R_0) × (R_2 − R_0) = 0,

that is, when the sites are collinear.

Call the cross product A. If A = 0, then with origin R_0 the only phase that could survive, between sites 1 and 2, is zero as well, and (g) applies.

Conversely, suppose that the polynomial never changes but A ≠ 0. Take the field

B = 2π A / (A · A),

which is normal to the triangle and gives Φ = π. The determinant must be the same as at B = 0. By (j), the two values differ only in the cosine term, so

−2 h_01 h_12 h_02 = 2 h_01 h_12 h_02.

The product of the couplings is then zero, a contradiction. Lean follows the same path: `hpi` and `hz` evaluate the two fluxes, `e` equates the determinants, and `hp` is the vanishing product.

The converse needs all three couplings. If one is zero, the triangle is an open chain whose phases can be absorbed into the orbitals, and a bent molecule shows no response either.

```lean
/-- For three mutually coupled sites and symmetric `h`, the characteristic polynomial equals that
of `h` in all fields and for all origins exactly when the sites are collinear. -/
theorem three_sites_no_response_iff (h : Matrix (Fin 3) (Fin 3) ℝ) (hs : h.IsSymm)
    (h01 : h 0 1 ≠ 0) (h12 : h 1 2 ≠ 0) (h02 : h 0 2 ≠ 0) (R : Fin 3 → Fin 3 → ℝ) :
    (∀ B O, (londonH h R B O).charpoly = h.charpoly.map Complex.ofRealHom) ↔
      (R 1 - R 0) ⨯₃ (R 2 - R 0) = 0 := by
  constructor
  · intro H
    by_contra hA
    obtain ⟨A, hAd⟩ : ∃ A, A = (R 1 - R 0) ⨯₃ (R 2 - R 0) := ⟨_, rfl⟩
    rw [← hAd] at hA
    have hd : A ⬝ᵥ A ≠ 0 := fun h0 => hA (dotProduct_self_eq_zero.mp h0)
    -- a field along the triangle's normal, tuned to flux π
    have hpi : londonPhase ((2 * Real.pi / (A ⬝ᵥ A)) • A) (R 0) (R 1) (R 2) = Real.pi := by
      rw [londonPhase, ← hAd, smul_dotProduct, smul_eq_mul, div_mul_cancel₀ _ hd]
      ring
    have hz : londonPhase 0 (R 0) (R 1) (R 2) = 0 := by
      rw [londonPhase, zero_dotProduct, zero_div]
    have e : (londonH h R ((2 * Real.pi / (A ⬝ᵥ A)) • A) 0).det = (londonH h R 0 0).det := by
      rw [Matrix.det_eq_sign_charpoly_coeff, Matrix.det_eq_sign_charpoly_coeff,
        H ((2 * Real.pi / (A ⬝ᵥ A)) • A) 0, H 0 0]
    rw [det_three_sites h hs, det_three_sites h hs, hpi, hz, Real.cos_pi, Real.cos_zero] at e
    have e' := Complex.ofReal_injective e
    have hp : h 0 1 * h 1 2 * h 0 2 = 0 := by linarith
    exact mul_ne_zero (mul_ne_zero h01 h12) h02 hp
  · intro hc B O
    have pl : ∀ y, londonPhase B (R 0) (R 0) y = 0 := fun y => by simp [londonPhase]
    have pr : ∀ y, londonPhase B (R 0) y (R 0) = 0 := fun y => by
      rw [londonPhase_swap, pl, neg_zero]
    have ps : ∀ y, londonPhase B (R 0) y y = 0 := fun y => by
      rw [londonPhase, cross_self, dotProduct_zero, zero_div]
    have p12 : londonPhase B (R 0) (R 1) (R 2) = 0 := by
      rw [londonPhase, hc, dotProduct_zero, zero_div]
    have p21 : londonPhase B (R 0) (R 2) (R 1) = 0 := by
      rw [londonPhase_swap, p12, neg_zero]
    refine charpoly_of_no_flux h R B O (R 0) fun j k => ?_
    fin_cases j <;> fin_cases k <;> simp [pl, pr, ps, p12, p21]

end

end LondonHopping
```

```lean
#print axioms LondonHopping.londonH_isHermitian
#print axioms LondonHopping.linear_molecule_no_response
#print axioms LondonHopping.in_plane_field_no_response
#print axioms LondonHopping.three_sites_no_response_iff
```

```
'LondonHopping.londonH_isHermitian' depends on axioms: [propext, Classical.choice, Quot.sound]
'LondonHopping.linear_molecule_no_response' depends on axioms: [propext, Classical.choice, Quot.sound]
'LondonHopping.in_plane_field_no_response' depends on axioms: [propext, Classical.choice, Quot.sound]
'LondonHopping.three_sites_no_response_iff' depends on axioms: [propext, Classical.choice, Quot.sound]
```
